# Too small a positive exponent puts the extrapolated limit too low when energies converge as $E + A/X^q$ with $A > 0$

After computing a correlation energy in a triple-zeta and a quadruple-zeta basis, one often combines the two numbers into an estimate of the basis-set limit. The combination requires an exponent for the decay of the basis-set error, and that exponent is chosen before the limit is known. If the error is a single inverse power of the cardinal number with a positive coefficient, the sign of the mistake is determined by the choice. Among positive exponents, one below the true exponent gives an energy below the limit, one above it gives an energy above the limit, and only the true exponent gives the limit itself.

Each hypothesis behind this statement has a physical meaning and a definite place in the argument. The comments on what happens when a hypothesis fails are short arguments by hand from the same formulas, and no theorem below states them.

## The basis-set error is a single power

Let $X$ be the cardinal number of a basis (2 for double-zeta, 3 for triple-zeta), $E$ the basis-set limit, $A$ the amplitude of the error and $q$ its true exponent. The model energy is

$$E_X = E + \frac{A}{X^q}.$$

In Lean 4 with Mathlib:

```lean
import Mathlib

noncomputable section

namespace BasisSetExtrapolation

/-- Energy in a basis of cardinal number `X > 0`: the basis-set limit `E` plus an
error `A / X ^ q`. -/
def energy (E A q X : ℝ) : ℝ := E + A / X ^ q
```

Someone who assumes the exponent $p$ believes that $X^p(E_X - E) = Y^p(E_Y - E)$ for two cardinal numbers $X$ and $Y$. Solving for $E$ gives the two-point estimate

$$\hat E_p = \frac{Y^p E_Y - X^p E_X}{Y^p - X^p}.$$

```lean
/-- Two-point extrapolation with assumed exponent `p` from the energies `eX` and `eY`,
for cardinal numbers with `X ^ p ≠ Y ^ p`. -/
def twoPoint (p X Y eX eY : ℝ) : ℝ := (Y ^ p * eY - X ^ p * eX) / (Y ^ p - X ^ p)
```

The function `twoPoint` accepts any two energies, whereas `estimate` feeds it energies from the model. In the argument list of `estimate E A q p X Y` the true exponent comes before the assumed one.

```lean
/-- The two-point estimate with assumed exponent `p`, applied to energies that converge
with exponent `q`, for `0 < X < Y` and `p > 0`. -/
def estimate (E A q p X Y : ℝ) : ℝ :=
  twoPoint p X Y (energy E A q X) (energy E A q Y)
```

All quantities are real numbers, and `^` is the real power. The results therefore cover integer cardinal numbers and exponents as well as fitted, non-integer exponents.

The derivation uses the power law when it inserts $E_X$ and $E_Y$ into the estimate, and the proof uses it when it unfolds `energy`. Calculated energies generally contain further terms. With an additional error $B/X^r$, where $B \neq 0$ and $r \neq q$, even the choice $p = q$ leaves an error, because the formula removes only one power.

## The cardinal numbers are positive and in increasing order

The hypotheses `hX : 0 < X` and `hXY : X < Y` say that there are two different basis sets and that $Y$ labels the larger one. By hand, they allow the splitting $X^{p-q} = X^p/X^q$ and fix the direction in which powers change from $X$ to $Y$. In the proof, `Real.rpow_sub` needs the positive base, and `Real.rpow_lt_rpow` needs the order.

If $X = Y$, there is only one energy and the denominator of the estimate vanishes. If $X > Y$, nothing is lost except the labelling: exchanging the two basis sets changes the sign of both numerator and denominator, so the estimate is the same.

## The assumed exponent is positive

The hypothesis `hp : 0 < p` says that the assumed error shrinks as the basis grows. Its role is to make the denominator $D = Y^p - X^p$ positive. Inserting the model into the estimate gives

$$\hat E_p = \frac{E\,(Y^p - X^p) + A\,(Y^p/Y^q - X^p/X^q)}{Y^p - X^p},$$

and the limit $E$ separates from the rest:

$$\hat E_p - E = \frac{A\,(Y^{p-q} - X^{p-q})}{Y^p - X^p}.$$

The theorem `estimate_sub_limit` is this identity. Besides the positive cardinal numbers, which allow the powers to be split, it needs only $D \neq 0$, which `hD` supplies. The proof splits the powers, clears the denominator and leaves the remaining algebra to `ring`. Neither the sign of $A$ nor that of $q$ matters here.

```lean
variable {E A p q X Y : ℝ}

/-- For `0 < X < Y` and `p > 0`, the error of the two-point estimate is
`A (Y ^ (p - q) - X ^ (p - q)) / (Y ^ p - X ^ p)`. -/
theorem estimate_sub_limit (hX : 0 < X) (hXY : X < Y) (hp : 0 < p) :
    estimate E A q p X Y - E
      = A * (Y ^ (p - q) - X ^ (p - q)) / (Y ^ p - X ^ p) := by
  have hD : Y ^ p - X ^ p ≠ 0 :=
    (sub_pos.2 (Real.rpow_lt_rpow hX.le hXY hp)).ne'
  rw [Real.rpow_sub (hX.trans hXY), Real.rpow_sub hX, eq_div_iff hD]
  unfold estimate twoPoint energy
  -- the limit `E` drops out once the denominator is cleared
  rw [sub_mul, div_mul_cancel₀ _ hD]
  ring
```

At $p = 0$ the estimate would divide by zero. For $p < 0$ the denominator is negative, and with $A > 0$ the two inequalities of the next theorem change places.

## The energy approaches its limit from above

The hypothesis `hA : 0 < A` says that every finite basis gives too high an energy. For a variational method in nested basis sets the total energy cannot rise as the basis grows, which fits a positive $A$ with a decaying error. A correlation energy is the difference between a total energy and the Hartree–Fock energy in the same basis, and for it a positive $A$ is an assumption about the trend.

With $A > 0$ and $D > 0$, the error has the sign of $Y^{p-q} - X^{p-q}$. There are three cases:

- If $p = q$, both powers equal 1 and the error is zero.
- If $p < q$, the exponent $p - q$ is negative, the power decreases from $X$ to $Y$, and the estimate is too low.
- If $p > q$, the exponent is positive, the power increases, and the estimate is too high.

The theorem `estimate_trichotomy` states each case as an equivalence, so the sign of the error also determines the order of $p$ and $q$. No sign is required of $q$.

```lean
/-- For `A > 0`, `0 < X < Y` and `p > 0`, the two-point estimate is exact if and only if
`p = q`, too low if and only if `p < q`, and too high if and only if `q < p`. -/
theorem estimate_trichotomy (hA : 0 < A) (hX : 0 < X) (hXY : X < Y) (hp : 0 < p) :
    (estimate E A q p X Y = E ↔ p = q) ∧
    (estimate E A q p X Y < E ↔ p < q) ∧
    (E < estimate E A q p X Y ↔ q < p) := by
  have hD : 0 < Y ^ p - X ^ p := sub_pos.2 (Real.rpow_lt_rpow hX.le hXY hp)
  have e := estimate_sub_limit (E := E) (A := A) (q := q) hX hXY hp
  have heq : p = q → estimate E A q p X Y = E := by
    intro h
    subst h
    simp only [sub_self, Real.rpow_zero, mul_zero, zero_div] at e
    linarith
  -- a negative power decreases with the cardinal number
  have hlt : p < q → estimate E A q p X Y < E := by
    intro h
    have n := Real.rpow_lt_rpow_of_neg hX hXY (sub_neg.2 h)
    have s := div_neg_of_neg_of_pos (mul_neg_of_pos_of_neg hA (sub_neg.2 n)) hD
    linarith
  -- a positive power increases with it
  have hgt : q < p → E < estimate E A q p X Y := by
    intro h
    have n := Real.rpow_lt_rpow hX.le hXY (sub_pos.2 h)
    have s := div_pos (mul_pos hA (sub_pos.2 n)) hD
    linarith
  rcases lt_trichotomy p q with h | h | h
  · have s := hlt h
    exact ⟨⟨fun _ => by linarith, heq⟩, ⟨fun _ => h, hlt⟩, ⟨fun _ => by linarith, hgt⟩⟩
  · have s := heq h
    exact ⟨⟨fun _ => h, heq⟩, ⟨fun _ => by linarith, hlt⟩, ⟨fun _ => by linarith, hgt⟩⟩
  · have s := hgt h
    exact ⟨⟨fun _ => by linarith, heq⟩, ⟨fun _ => by linarith, hlt⟩, ⟨fun _ => h, hgt⟩⟩
```

The proof first establishes the three implications `heq`, `hlt` and `hgt`, which are the three cases above. Positivity of $A$ enters the last two, where `mul_neg_of_pos_of_neg` and `mul_pos` give the sign of the numerator. The converses follow because exactly one of $p < q$, $p = q$ and $p > q$ holds: an estimate equal to $E$, for example, cannot come from $p < q$, which would put it below $E$.

If $A = 0$, every positive $p$ gives the exact limit, and exactness no longer identifies the exponent. If $A < 0$, too small an exponent gives too high an energy, and too large an exponent gives too low an energy.

## Two assumed exponents enclose the true one

The hypotheses `h₁ : p₁ < q` and `h₂ : q < p₂` express partial knowledge: the true exponent is unknown but lies between two values. Applying the preceding result to each value gives

$$\hat E_{p_1} < E < \hat E_{p_2}.$$

The proof of `limit_bracketed` consists of these two applications. Positivity is assumed only for $p_1$, since $p_2$ is larger.

```lean
/-- For `A > 0` and `0 < X < Y`, two positive assumed exponents on either side of the
true exponent give estimates that bracket the basis-set limit. -/
theorem limit_bracketed {p₁ p₂ : ℝ} (hA : 0 < A) (hX : 0 < X) (hXY : X < Y)
    (hp : 0 < p₁) (h₁ : p₁ < q) (h₂ : q < p₂) :
    estimate E A q p₁ X Y < E ∧ E < estimate E A q p₂ X Y :=
  ⟨(estimate_trichotomy hA hX hXY hp).2.1.2 h₁,
    (estimate_trichotomy hA hX hXY (hp.trans (h₁.trans h₂))).2.2.2 h₂⟩
```

For energies that follow the single-power model, two extrapolations of the same pair of calculations therefore give a lower and an upper bound on the limit. If both exponents lie on the same side of $q$, both estimates err in the same direction and the limit lies outside the interval between them.

## The true error decays with the basis

The hypothesis `hq : 0 < q` says that enlarging the basis improves the energy. Together with $A > 0$ it gives $E_Y < E_X$. Subtracting $E_Y$ from the estimate then shows that extrapolation always lowers the energy below that of the larger basis:

$$\hat E_p - E_Y = \frac{Y^pE_Y - X^pE_X - (Y^p - X^p)E_Y}{Y^p - X^p} = -\frac{X^p\,(E_X - E_Y)}{Y^p - X^p} < 0.$$

In `estimate_lt_energy`, the intermediate result `h` is $E_Y < E_X$. Multiplying it by the positive number $X^p$ gives `m`, which is the required inequality once the denominator has been cleared.

```lean
/-- For `A > 0`, `0 < X < Y` and positive exponents `p` and `q`, the two-point estimate
lies below the energy in the larger basis. -/
theorem estimate_lt_energy (hA : 0 < A) (hX : 0 < X) (hXY : X < Y)
    (hp : 0 < p) (hq : 0 < q) :
    estimate E A q p X Y < energy E A q Y := by
  have hD : 0 < Y ^ p - X ^ p := sub_pos.2 (Real.rpow_lt_rpow hX.le hXY hp)
  -- the energy falls as the basis grows
  have h : energy E A q Y < energy E A q X := by
    have s := div_lt_div_of_pos_left hA (Real.rpow_pos_of_pos hX q)
      (Real.rpow_lt_rpow hX.le hXY hq)
    unfold energy
    linarith
  have m := mul_lt_mul_of_pos_left h (Real.rpow_pos_of_pos hX p)
  unfold estimate twoPoint
  rw [div_lt_iff₀ hD]
  linarith
```

If $q = 0$, both energies equal $E + A$ and so does the estimate, so the strict inequality fails. If $q < 0$, the larger basis has the lower quality, and the estimate lies above $E_Y$.

Under the same hypotheses there is a simple criterion for when extrapolation does harm. The larger basis has the error $A/Y^q > 0$, and the estimate lies below $E_Y$, so $\hat E_p - E < A/Y^q$. The absolute error of the estimate can then be the larger one only if the estimate overshoots downwards:

$$\hat E_p - E < -\frac{A}{Y^q}.$$

Inserting the error formula and multiplying by $D > 0$ gives

$$A\left(\frac{Y^p}{Y^q} - \frac{X^p}{X^q}\right) < -\frac{A}{Y^q}\,(Y^p - X^p).$$

Multiplication by $Y^q/A > 0$ turns this into

$$Y^p - X^p\left(\frac{Y}{X}\right)^q < -Y^p + X^p,$$

and collecting terms gives the criterion

$$2Y^p < X^p\left(1 + \left(\frac{Y}{X}\right)^q\right).$$

The theorem `extrapolation_worse_iff` states that this inequality holds exactly when the extrapolated energy has a larger absolute error than $E_Y$. The amplitude $A$ has disappeared from the condition.

```lean
/-- For `A > 0`, `0 < X < Y` and positive exponents `p` and `q`, the extrapolated energy
has a larger absolute error than the energy in the larger basis if and only if
`2 Y ^ p < X ^ p (1 + (Y / X) ^ q)`. -/
theorem extrapolation_worse_iff (hA : 0 < A) (hX : 0 < X) (hXY : X < Y)
    (hp : 0 < p) (hq : 0 < q) :
    |energy E A q Y - E| < |estimate E A q p X Y - E| ↔
      2 * Y ^ p < X ^ p * (1 + (Y / X) ^ q) := by
  have hY : 0 < Y := hX.trans hXY
  have hD : 0 < Y ^ p - X ^ p := sub_pos.2 (Real.rpow_lt_rpow hX.le hXY hp)
  have hd : 0 < Y ^ q := Real.rpow_pos_of_pos hY q
  have hAd : 0 < A / Y ^ q := div_pos hA hd
  have hEY : energy E A q Y - E = A / Y ^ q := by
    unfold energy
    ring
  have below := estimate_lt_energy (E := E) hA hX hXY hp hq
  -- only an overshoot below the limit can exceed the error of the larger basis
  have key : estimate E A q p X Y - E < -(A / Y ^ q) ↔
      2 * Y ^ p < X ^ p * (1 + (Y / X) ^ q) := by
    rw [estimate_sub_limit hX hXY hp, Real.rpow_sub hY, Real.rpow_sub hX,
      div_lt_iff₀ hD, Real.div_rpow hY.le hX.le]
    have gap : -(A / Y ^ q) * (Y ^ p - X ^ p) - A * (Y ^ p / Y ^ q - X ^ p / X ^ q)
        = A / Y ^ q * (X ^ p * (1 + Y ^ q / X ^ q) - 2 * Y ^ p) := by
      linear_combination (-(A * X ^ p / X ^ q)) * mul_inv_cancel₀ hd.ne'
    constructor
    · intro h
      have s : 0 < A / Y ^ q * (X ^ p * (1 + Y ^ q / X ^ q) - 2 * Y ^ p) := by
        rw [← gap]
        exact sub_pos.2 h
      exact sub_pos.1 ((mul_pos_iff_of_pos_left hAd).1 s)
    · intro h
      have s := mul_pos hAd (sub_pos.2 h)
      rw [← gap] at s
      exact sub_pos.1 s
  rw [hEY, abs_of_pos hAd, lt_abs]
  constructor
  · rintro (h | h)
    · exfalso
      linarith
    · exact key.1 (by linarith)
  · intro h
    have s := key.2 h
    exact Or.inr (by linarith)
```

In the proof, `below` is the preceding theorem and `key` is the equivalence between the downward overshoot and the criterion. The identity `gap` writes the difference between the two sides of the overshoot inequality, after multiplication by $D$, as the positive factor $A/Y^q$ times the difference between the two sides of the criterion. Both differences therefore have the same sign. At the end, `lt_abs` splits the comparison of absolute errors into an overshoot upwards, which `below` excludes, and an overshoot downwards, which `key` handles.

Without $q > 0$ the equivalence can fail. For $q < 0$ the estimate lies above $E_Y$, which is itself above $E$, so extrapolation always increases the error, although the criterion is never satisfied.

A case with numbers is the exponent 3 applied to energies that converge as $X^{-5}$, with cardinal numbers 2 and 3. The criterion reads

$$2\cdot 27 = 54 < 8\left(1 + \frac{243}{32}\right) = 68.75,$$

so extrapolation makes the result worse. The energy at cardinal number 3 is too high by $A/243 \approx 0.0041\,A$, whereas the estimate is too low by $5A/684 \approx 0.0073\,A$. The theorem `cubic_extrapolation_of_quintic` states the comparison for every $A > 0$, and its proof checks the numerical conditions with `norm_num`.

```lean
/-- For `A > 0` and energies converging as `X ^ (-5)`, extrapolation from the cardinal
numbers 2 and 3 with assumed exponent 3 has a larger absolute error than the energy at
cardinal number 3. -/
theorem cubic_extrapolation_of_quintic (hA : 0 < A) :
    |energy E A 5 3 - E| < |estimate E A 5 3 2 3 - E| :=
  (extrapolation_worse_iff hA (by norm_num) (by norm_num) (by norm_num)
    (by norm_num)).2 (by norm_num)

end BasisSetExtrapolation
```

```lean
#print axioms BasisSetExtrapolation.limit_bracketed
#print axioms BasisSetExtrapolation.cubic_extrapolation_of_quintic
```

```
'BasisSetExtrapolation.limit_bracketed' depends on axioms: [propext, Classical.choice, Quot.sound]
'BasisSetExtrapolation.cubic_extrapolation_of_quintic' depends on axioms: [propext, Classical.choice, Quot.sound]
```
